# Suitable spin measurements on a Bell state violate the chained Bell inequality for every $n\ge 2$ settings per party

Take two settings per party, with predetermined outcomes $a_0,a_1$ for Alice and $b_0,b_1$ for Bob, all $\pm1$. Then
$$a_0b_0+a_1b_0+a_1b_1-a_0b_1\le 2,$$
because one of $a_1+a_0$ and $a_1-a_0$ is zero and the other is $\pm2$. Spin measurements on $(e_{00}+e_{11})/\sqrt2$ with neighbouring directions $45^\circ$ apart in the $x$–$z$ plane give $4\cos 45^\circ=2\sqrt2$.

I understand that this extends to a chain of $n$ settings each, with local bound $2n-2$ and quantum value $2n\cos(\pi/(2n))$. Can the whole argument be made rigorous and machine-checked, including the conclusion that no local hidden-variable model reproduces these correlations?

## A sign flip costs local models 2, and the Bell state less than 2

Yes. Number Alice's outcomes $a_0,\dots,a_n$ and Bob's $b_0,\dots,b_{n-1}$, and set $a_n=-a_0$: Alice's setting $n$ is her setting $0$ with the outcomes relabelled. The chained sum is
$$S_n=\sum_{k=0}^{n-1}(a_kb_k+a_{k+1}b_k).$$

**Local bound.** Since $b_k=\pm1$, one link satisfies $(a_k+a_{k+1})b_k\le|a_k+a_{k+1}|=1+a_ka_{k+1}$. Put $x=a_0a_k$ and $y=a_0a_{k+1}$, so that $xy=a_ka_{k+1}$. From $(1-x)(1+y)\ge0$ we get $1+xy\le 2+y-x$, hence
$$a_kb_k+a_{k+1}b_k\le 2+a_0a_{k+1}-a_0a_k.$$
Summed over the first $m$ links, the right-hand side telescopes to $2m-1+a_0a_m$. At $m=n$ the flip gives $a_0a_n=-1$, so $S_n\le 2n-2$. For $n\ge1$ the value is attained by setting every sign to $+1$ except $a_n=-1$: the last link contributes $0$ and every other link $2$.

In a local model the outcomes depend on a hidden variable $\omega$ with probability measure $\mu$. The bound holds for each $\omega$, and averaging preserves it.

**Quantum value.** For $2\times2$ matrices $A,B$, expanding the Bell state gives
$$\langle A\otimes B\rangle=\tfrac12\sum_{i,j}A_{ij}B_{ij}=\tfrac12\operatorname{tr}(AB^{T}).$$
With $A=\cos\alpha\,Z+\sin\alpha\,X$ and $B=\cos\beta\,Z+\sin\beta\,X$ this is $\cos\alpha\cos\beta+\sin\alpha\sin\beta=\cos(\alpha-\beta)$. Choose $\alpha_k=k\pi/n$ and $\beta_k=(2k+1)\pi/(2n)$. Then $\alpha_k-\beta_k=-\pi/(2n)$ and $\alpha_{k+1}-\beta_k=\pi/(2n)$, so all $2n$ terms equal $\cos(\pi/(2n))$. The flip is automatic: $\alpha_n=\alpha_0+\pi$, and rotation by $\pi$ reverses the observable.

**Comparison.** From $\cos x\ge1-x^2/2$,
$$2n\cos\frac{\pi}{2n}\ge 2n-\frac{\pi^2}{4n}>2n-2\qquad(n\ge2),$$
since $\pi^2<16\le 8n$.

For $n=3$, Alice measures at $0^\circ,60^\circ,120^\circ$ and Bob at $30^\circ,90^\circ,150^\circ$. Five terms are correlations at $30^\circ$ separation. The sixth is $-\cos(0^\circ-150^\circ)=\cos30^\circ$. The sum is $6\cos30^\circ=3\sqrt3\approx5.196$, against a local bound of $4$.

## How the physics is encoded

`chainedSum n E` takes a table of correlations, with Alice's setting `j` first and Bob's `k` second. It serves both real-valued local correlations and complex-valued quantum expectations.

In `chained_bell_local`, the space `Ω` with measure `μ` carries the hidden variable, and `A j ω` and `B k ω` are the measurable responses, always $\pm1$. Locality lies in the arguments: Alice's response does not depend on `k`, nor Bob's on `j`. The single `μ` for all settings expresses that the hidden variable is independent of the choice of measurement.

The hypothesis `hflip` closes the chain. If Alice's setting $n$ is treated as a new, independent setting, the inequality fails: all outcomes $+1$ then give $2n$, more than the quantum value.

`spin θ` is a spin component in units of $\hbar/2$, along the direction in the $x$–$z$ plane at angle $\theta$ from the $z$ axis towards the $x$ axis. `spin_observable` confirms that it is Hermitian and squares to the identity, so its outcomes are $\pm1$. `bellExpectation A B` is the expectation of the Kronecker product in `bellState`, which is shown to be normalised.

`chained_bell_violation` states the flip of the observables, the exact quantum value and the strict excess over $2n-2$. `no_local_model` concerns only the $n\times n$ measured settings and has no flip hypothesis. It says that no local model of the above kind matches all these correlations, even if nothing is asked of the single-party averages.

The responses are deterministic functions of `ω`, but local models with random responses are excluded too: the random numbers that decide each party's outcomes can be counted as part of `ω`. For quantum mechanics, this rules out a local hidden-variable account of ideal measurements on one pure two-qubit state. Noise, lost detections and finite statistics are not modelled, and the theorems do not address whether another state or other observables could give a larger sum.

```lean
import Mathlib

open Matrix MeasureTheory
open scoped Kronecker Real

namespace ChainedBell

noncomputable section

/-- The chained Bell sum of a table of correlations `E j k`, where `j` is Alice's setting and
`k` is Bob's. Alice's setting `n` stands for her setting `0` with flipped outcomes. -/
def chainedSum {R : Type*} [AddCommMonoid R] (n : ℕ) (E : ℕ → ℕ → R) : R :=
  ∑ k ∈ Finset.range n, (E k k + E (k + 1) k)

/-- The spin observable `cos θ Z + sin θ X` along a direction in the X-Z plane. -/
def spin (θ : ℝ) : Matrix (Fin 2) (Fin 2) ℂ :=
  !![(Real.cos θ : ℂ), (Real.sin θ : ℂ); (Real.sin θ : ℂ), -(Real.cos θ : ℂ)]

/-- The two-qubit state `(e00 + e11) / √2`. -/
def bellState : Fin 2 × Fin 2 → ℂ :=
  fun p => if p.1 = p.2 then ((Real.sqrt 2 : ℝ) : ℂ)⁻¹ else 0

/-- The expectation value of `A ⊗ B` in the state `(e00 + e11) / √2`. -/
def bellExpectation (A B : Matrix (Fin 2) (Fin 2) ℂ) : ℂ :=
  star bellState ⬝ᵥ ((A ⊗ₖ B) *ᵥ bellState)

/-- Alice's measurement angles `k π / n`. -/
def aliceAngle (n k : ℕ) : ℝ := k * π / n

/-- Bob's measurement angles `(2 k + 1) π / (2 n)`. -/
def bobAngle (n k : ℕ) : ℝ := (2 * k + 1) * π / (2 * n)

/-- For predetermined outcomes `±1` with the sign flip `a n = -a 0`, the chained Bell sum is at most
`2 n - 2`. -/
theorem chained_deterministic (n : ℕ) (a b : ℕ → ℝ) (ha : ∀ k, a k = 1 ∨ a k = -1)
    (hb : ∀ k, b k = 1 ∨ b k = -1) (hflip : a n = -a 0) :
    chainedSum n (fun j k => a j * b k) ≤ 2 * n - 2 := by
  -- the partial sums remember whether the sign has changed since the start of the chain
  have key : ∀ m : ℕ, ∑ k ∈ Finset.range m, (a k * b k + a (k + 1) * b k)
      ≤ 2 * m - 1 + a 0 * a m := by
    intro m
    induction m with
    | zero => rcases ha 0 with h | h <;> simp [h]
    | succ m ih =>
      have step : a m * b m + a (m + 1) * b m ≤ 2 + a 0 * a (m + 1) - a 0 * a m := by
        rcases ha 0 with h0 | h0 <;> rcases ha m with h1 | h1 <;>
          rcases ha (m + 1) with h2 | h2 <;> rcases hb m with h3 | h3 <;>
          (rw [h0, h1, h2, h3]; norm_num)
      rw [Finset.sum_range_succ]
      push_cast
      linarith
  have h := key n
  have h0 : a 0 * a n = -1 := by
    rw [hflip]
    rcases ha 0 with h | h <;> rw [h] <;> norm_num
  unfold chainedSum
  linarith

/-- For `n ≥ 1`, some assignment of predetermined outcomes `±1` with `a n = -a 0` gives the chained
Bell sum the value `2 n - 2`. -/
theorem chained_deterministic_sharp (n : ℕ) (hn : 1 ≤ n) :
    ∃ a b : ℕ → ℝ, (∀ k, a k = 1 ∨ a k = -1) ∧ (∀ k, b k = 1 ∨ b k = -1) ∧
      a n = -a 0 ∧ chainedSum n (fun j k => a j * b k) = 2 * n - 2 := by
  obtain ⟨m, rfl⟩ : ∃ m, n = m + 1 := ⟨n - 1, by omega⟩
  refine ⟨fun k => if k = m + 1 then -1 else 1, fun _ => 1, fun k => ?_,
    fun _ => Or.inl rfl, by simp, ?_⟩
  · by_cases h : k = m + 1 <;> simp [h]
  · -- every link contributes 2, except the last one, which contributes 0
    have h : ∑ k ∈ Finset.range m, ((if k = m + 1 then (-1 : ℝ) else 1) * 1
        + (if k + 1 = m + 1 then (-1 : ℝ) else 1) * 1) = 2 * m := by
      calc _ = ∑ k ∈ Finset.range m, (2 : ℝ) := by
            apply Finset.sum_congr rfl
            intro k hk
            have hk' := Finset.mem_range.mp hk
            have h1 : k ≠ m + 1 := by omega
            have h2 : k + 1 ≠ m + 1 := by omega
            rw [if_neg h1, if_neg h2]
            norm_num
        _ = 2 * m := by simp [mul_comm]
    have hm : m ≠ m + 1 := by omega
    simp only [chainedSum]
    rw [Finset.sum_range_succ, h, if_neg hm, if_pos rfl]
    push_cast
    ring

/-- Chained Bell inequality: in a local hidden-variable model with outcomes `±1`, the chained sum of
the correlations is at most `2 n - 2`, provided that Alice's response for setting `n` is her
response for setting `0` with the sign flipped. -/
theorem chained_bell_local {Ω : Type*} [MeasurableSpace Ω] (μ : Measure Ω)
    [IsProbabilityMeasure μ] (n : ℕ) (A B : ℕ → Ω → ℝ)
    (hA : ∀ j, Measurable (A j)) (hB : ∀ k, Measurable (B k))
    (sA : ∀ j ω, A j ω = 1 ∨ A j ω = -1) (sB : ∀ k ω, B k ω = 1 ∨ B k ω = -1)
    (hflip : ∀ ω, A n ω = -A 0 ω) :
    chainedSum n (fun j k => ∫ ω, A j ω * B k ω ∂μ) ≤ 2 * n - 2 := by
  have hint : ∀ j k, Integrable (fun ω => A j ω * B k ω) μ := fun j k =>
    Integrable.of_bound ((hA j).mul (hB k)).aestronglyMeasurable 1
      (ae_of_all _ fun ω => by
        rcases sA j ω with h | h <;> rcases sB k ω with h' | h' <;> simp [h, h'])
  have hsum : ∀ k, Integrable (fun ω => A k ω * B k ω + A (k + 1) ω * B k ω) μ :=
    fun k => (hint k k).add (hint (k + 1) k)
  -- average the deterministic bound over the hidden variable
  calc chainedSum n (fun j k => ∫ ω, A j ω * B k ω ∂μ)
      = ∫ ω, chainedSum n (fun j k => A j ω * B k ω) ∂μ := by
        simp only [chainedSum]
        rw [integral_finsetSum _ (fun k _ => hsum k)]
        exact Finset.sum_congr rfl fun k _ => (integral_add (hint k k) (hint (k + 1) k)).symm
    _ ≤ ∫ _, (2 * (n : ℝ) - 2) ∂μ := by
        refine integral_mono ?_ (integrable_const _) fun ω =>
          chained_deterministic n (fun j => A j ω) (fun k => B k ω)
            (fun j => sA j ω) (fun k => sB k ω) (hflip ω)
        simp only [chainedSum]
        exact integrable_finsetSum _ (fun k _ => hsum k)
    _ = 2 * n - 2 := by simp

/-- The spin observable is Hermitian, squares to the identity, and changes sign when its
direction is rotated by `π`. -/
theorem spin_observable (θ : ℝ) :
    (spin θ).IsHermitian ∧ spin θ * spin θ = 1 ∧ spin (θ + π) = -spin θ := by
  refine ⟨Matrix.IsHermitian.ext fun i j => ?_, ?_, ?_⟩
  · fin_cases i <;> fin_cases j <;>
      simp [spin, -Complex.ofReal_cos, -Complex.ofReal_sin]
  · have h : (Real.cos θ : ℂ) * Real.cos θ + (Real.sin θ : ℂ) * Real.sin θ = 1 := by
      rw [← Complex.ofReal_mul, ← Complex.ofReal_mul, ← Complex.ofReal_add,
        ← Complex.ofReal_one]
      congr 1
      nlinarith [Real.sin_sq_add_cos_sq θ]
    ext i j
    fin_cases i <;> fin_cases j <;>
      simp [spin, Matrix.mul_apply, Fin.sum_univ_two, -Complex.ofReal_cos,
        -Complex.ofReal_sin] <;>
      first | linear_combination h | ring
  · ext i j
    fin_cases i <;> fin_cases j <;> simp [spin, Real.cos_add_pi, Real.sin_add_pi]

/-- In the state `(e00 + e11) / √2` the expectation value of `A ⊗ B` is `tr (A Bᵀ) / 2`. -/
theorem bellExpectation_eq (A B : Matrix (Fin 2) (Fin 2) ℂ) :
    bellExpectation A B = (A * Bᵀ).trace / 2 := by
  have h : ((Real.sqrt 2 : ℝ) : ℂ)⁻¹ * ((Real.sqrt 2 : ℝ) : ℂ)⁻¹ = 1 / 2 := by
    rw [← mul_inv, ← Complex.ofReal_mul, Real.mul_self_sqrt (by norm_num)]
    norm_num
  simp [bellExpectation, bellState, dotProduct, Matrix.mulVec, Fintype.sum_prod_type,
    Fin.sum_univ_two, Matrix.trace_fin_two, Matrix.mul_apply]
  linear_combination (A 0 0 * B 0 0 + A 0 1 * B 0 1 + A 1 0 * B 1 0 + A 1 1 * B 1 1) * h

/-- The state `(e00 + e11) / √2` is normalised. -/
theorem bellState_normalised : star bellState ⬝ᵥ bellState = 1 := by
  have h : star bellState ⬝ᵥ bellState = bellExpectation 1 1 := by
    simp [bellExpectation]
  rw [h, bellExpectation_eq]
  simp

/-- Spin measurements at angles `α` and `β` on `(e00 + e11) / √2` have correlation
`cos (α - β)`. -/
theorem bellExpectation_spin (α β : ℝ) :
    bellExpectation (spin α) (spin β) = (Real.cos (α - β) : ℂ) := by
  rw [bellExpectation_eq, Real.cos_sub]
  simp only [Matrix.trace_fin_two, Matrix.mul_apply, Fin.sum_univ_two, Matrix.transpose_apply]
  simp [spin]
  ring

/-- The value `2 n cos (π / (2 n))` lies below `2 n` by at most `π² / (4 n)`. -/
theorem quantum_value_lower_bound (n : ℕ) (hn : 1 ≤ n) :
    2 * (n : ℝ) - π ^ 2 / (4 * n) ≤ 2 * n * Real.cos (π / (2 * n)) := by
  have hpos : (0 : ℝ) < n := by exact_mod_cast hn
  have h := Real.one_sub_sq_div_two_le_cos (x := π / (2 * n))
  calc 2 * (n : ℝ) - π ^ 2 / (4 * n) = 2 * n * (1 - (π / (2 * n)) ^ 2 / 2) := by
        field_simp
        ring
    _ ≤ _ := mul_le_mul_of_nonneg_left h (by positivity)

/-- Quantum violation: for `n ≥ 2` the chosen spin observables obey the sign flip of the chain,
and their chained sum in `(e00 + e11) / √2` is `2 n cos (π / (2 n))`, which exceeds `2 n - 2`. -/
theorem chained_bell_violation (n : ℕ) (hn : 2 ≤ n) :
    spin (aliceAngle n n) = -spin (aliceAngle n 0) ∧
    chainedSum n (fun j k => bellExpectation (spin (aliceAngle n j)) (spin (bobAngle n k)))
      = ((2 * n * Real.cos (π / (2 * n)) : ℝ) : ℂ) ∧
    2 * (n : ℝ) - 2 < 2 * n * Real.cos (π / (2 * n)) := by
  have hn2 : (2 : ℝ) ≤ n := by exact_mod_cast hn
  have hn0 : (n : ℝ) ≠ 0 := by linarith
  refine ⟨?_, ?_, ?_⟩
  · have h : aliceAngle n n = aliceAngle n 0 + π := by
      unfold aliceAngle
      rw [mul_div_cancel_left₀ _ hn0]
      simp
    rw [h, (spin_observable _).2.2]
  · -- neighbouring directions in the chain always differ by π / (2 n)
    have e1 : ∀ k, Real.cos (aliceAngle n k - bobAngle n k) = Real.cos (π / (2 * n)) := by
      intro k
      rw [← Real.cos_neg (π / (2 * n))]
      congr 1
      unfold aliceAngle bobAngle
      ring
    have e2 : ∀ k, Real.cos (aliceAngle n (k + 1) - bobAngle n k)
        = Real.cos (π / (2 * n)) := by
      intro k
      congr 1
      unfold aliceAngle bobAngle
      push_cast
      ring
    simp only [chainedSum, bellExpectation_spin, e1, e2, Finset.sum_const,
      Finset.card_range, nsmul_eq_mul]
    push_cast
    ring
  · have h := quantum_value_lower_bound n (by omega)
    have h2 : π ^ 2 / (4 * n) < 2 := by
      rw [div_lt_iff₀ (by linarith)]
      nlinarith [Real.pi_pos, Real.pi_lt_d2]
    linarith

/-- For `n ≥ 2`, no local hidden-variable model with outcomes `±1` reproduces the correlations
of the `n` by `n` chained spin measurements on `(e00 + e11) / √2`. -/
theorem no_local_model {Ω : Type*} [MeasurableSpace Ω] (μ : Measure Ω)
    [IsProbabilityMeasure μ] (n : ℕ) (hn : 2 ≤ n) (A B : ℕ → Ω → ℝ)
    (hA : ∀ j, Measurable (A j)) (hB : ∀ k, Measurable (B k))
    (sA : ∀ j ω, A j ω = 1 ∨ A j ω = -1) (sB : ∀ k ω, B k ω = 1 ∨ B k ω = -1) :
    ¬ ∀ j < n, ∀ k < n, ((∫ ω, A j ω * B k ω ∂μ : ℝ) : ℂ)
      = bellExpectation (spin (aliceAngle n j)) (spin (bobAngle n k)) := by
  intro h
  obtain ⟨hflip, hval, hgt⟩ := chained_bell_violation n hn
  -- close the chain: setting n is setting 0 with flipped outcomes
  obtain ⟨A', hAn, hAj⟩ : ∃ A' : ℕ → Ω → ℝ,
      (A' n = fun ω => -A 0 ω) ∧ ∀ j, j ≠ n → A' j = A j :=
    ⟨fun j => if j = n then fun ω => -A 0 ω else A j, by simp, fun j hj => by simp [hj]⟩
  have hc : ∀ j ≤ n, ∀ k < n, ((∫ ω, A' j ω * B k ω ∂μ : ℝ) : ℂ)
      = bellExpectation (spin (aliceAngle n j)) (spin (bobAngle n k)) := by
    intro j hj k hk
    by_cases hjn : j = n
    · rw [hjn, hAn]
      simp only [neg_mul, integral_neg]
      rw [Complex.ofReal_neg, h 0 (by omega) k hk, hflip, bellExpectation_eq,
        bellExpectation_eq, Matrix.neg_mul, Matrix.trace_neg, neg_div]
    · rw [hAj j hjn]
      exact h j (by omega) k hk
  have hloc := chained_bell_local μ n A' B
    (fun j => by
      by_cases hjn : j = n
      · rw [hjn, hAn]
        exact (hA 0).neg
      · rw [hAj j hjn]
        exact hA j) hB
    (fun j ω => by
      by_cases hjn : j = n
      · rw [hjn, hAn]
        rcases sA 0 ω with h0 | h0 <;> simp [h0]
      · rw [hAj j hjn]
        exact sA j ω) sB
    (fun ω => by rw [hAn, hAj 0 (by omega)])
  have hv : ((chainedSum n (fun j k => ∫ ω, A' j ω * B k ω ∂μ) : ℝ) : ℂ)
      = ((2 * n * Real.cos (π / (2 * n)) : ℝ) : ℂ) := by
    rw [← hval]
    simp only [chainedSum, Complex.ofReal_sum, Complex.ofReal_add]
    refine Finset.sum_congr rfl fun k hk => ?_
    have hk' := Finset.mem_range.mp hk
    rw [hc k hk'.le k hk', hc (k + 1) hk' k hk']
  have hreal := Complex.ofReal_injective hv
  linarith

end

end ChainedBell
```

```lean
#print axioms ChainedBell.chained_deterministic_sharp
#print axioms ChainedBell.bellState_normalised
#print axioms ChainedBell.chained_bell_violation
#print axioms ChainedBell.no_local_model
```

```
'ChainedBell.chained_deterministic_sharp' depends on axioms: [propext, Classical.choice, Quot.sound]
'ChainedBell.bellState_normalised' depends on axioms: [propext, Classical.choice, Quot.sound]
'ChainedBell.chained_bell_violation' depends on axioms: [propext, Classical.choice, Quot.sound]
'ChainedBell.no_local_model' depends on axioms: [propext, Classical.choice, Quot.sound]
```

## From the telescoping bound to the contradiction

In `chained_deterministic`, `key` is the partial-sum bound, proved by induction on `m`. The inequality for one link is `step`; where the derivation above factorises, Lean checks the sixteen sign combinations of $a_0,a_m,a_{m+1},b_m$. `linarith` then adds the link to the induction hypothesis. `chained_deterministic_sharp` writes $n=m+1$ and separates the last link, which contributes zero.

`chained_bell_local` first shows that each product of responses is integrable, being measurable and bounded by 1. It then moves the finite sum inside the integral and applies the deterministic bound at each `ω` through `integral_mono`.

On the quantum side, `bellExpectation_eq` expands the matrix entries and uses $(1/\sqrt2)^2=1/2$. Normalisation is the case $A=B=1$. `bellExpectation_spin` inserts the spin matrices and the cosine subtraction formula. In `chained_bell_violation`, `e1` and `e2` compute the two angle differences of a link, after which the sum has $n$ equal terms. `quantum_value_lower_bound` supplies the quadratic estimate, and the bound $\pi<3.15$ completes the comparison.

`no_local_model` assumes that the correlations match and builds a new family `A'`, equal to `A` except that setting `n` is replaced by `-A 0`. The step `hc` extends the match to this added setting: the integral changes sign on one side, and the spin observable on the other. `chained_bell_local` now bounds the chained sum of `A'` and `B` by $2n-2$, while `hv` identifies it with $2n\cos(\pi/(2n))$. That identity holds between complex numbers, so `Complex.ofReal_injective` carries it back to the reals, where `linarith` finds the contradiction.
